# With a non-negative exchange form, the lowest triplet excitation energy is at most every singlet one

In a finite real matrix model, the triplet matrix is `D - W`, pair energies minus the screened electron-hole attraction, and the singlet matrix adds twice the exchange matrix `V`. The theorem `triplet_le_singlet` says that if `D` and `W` are symmetric and the quadratic form of `V` is never negative, the lowest triplet eigenvalue `eT` is at most any singlet eigenvalue `eS` that has a nonzero real eigenvector. The proof takes such a singlet eigenvector `x`, not necessarily normalised, as a trial vector for the triplet matrix. Its triplet Rayleigh quotient, the quadratic form divided by `x ⬝ᵥ x`, is at least `eT`, and adding the non-negative exchange term, divided likewise, gives exactly `eS`.

In Lean, a first try:

```lean
import Mathlib

open Matrix

namespace TripletLeSinglet

noncomputable section

variable {n : Type*} [Fintype n] [DecidableEq n]

/-- The triplet matrix `D - W`: pair energies minus the screened electron-hole attraction. -/
def tripletH (D W : Matrix n n ℝ) : Matrix n n ℝ := D - W

/-- The singlet matrix `D - W + 2V`, with the exchange matrix `V` counted twice. -/
def singletH (D W V : Matrix n n ℝ) : Matrix n n ℝ := D - W + (2 : ℝ) • V

/-- `e` is an excitation energy of `A`: an eigenvalue with a nonzero real eigenvector. -/
def IsExcitation {m : Type*} [Fintype m] (A : Matrix m m ℝ) (e : ℝ) : Prop :=
  ∃ x : m → ℝ, x ≠ 0 ∧ A *ᵥ x = e • x

/-- `e` is the lowest excitation energy of `A`. -/
def IsLowest {m : Type*} [Fintype m] (A : Matrix m m ℝ) (e : ℝ) : Prop :=
  IsLeast {μ | IsExcitation A μ} e

/-- Each eigenvalue that the spectral theorem supplies for a real Hermitian matrix is an
excitation energy. -/
theorem isExcitation_eigenvalues {A : Matrix n n ℝ} (hA : A.IsHermitian) (i : n) :
    IsExcitation A (hA.eigenvalues i) := by
  refine ⟨(hA.eigenvectorBasis i).ofLp, fun h => ?_, hA.mulVec_eigenvectorBasis i⟩
  apply hA.eigenvectorBasis.orthonormal.ne_zero i
  ext j
  exact congrFun h j

/-- Rayleigh bound: for a real symmetric matrix with lowest excitation energy `e`, the
quadratic form at `x` is at least `e` times the squared length of `x`. -/
theorem rayleigh_bound {A : Matrix n n ℝ} (hA : A.IsSymm) {e : ℝ} (he : IsLowest A e)
    (x : n → ℝ) : e * (x ⬝ᵥ x) ≤ x ⬝ᵥ A *ᵥ x := by
  have hB : (A - e • (1 : Matrix n n ℝ)).IsHermitian := by
    rw [Matrix.IsHermitian, Matrix.conjTranspose_eq_transpose_of_trivial,
      Matrix.transpose_sub, hA.eq, Matrix.transpose_smul, Matrix.transpose_one]
  -- the shifted matrix has no negative eigenvalue
  have hp : (A - e • (1 : Matrix n n ℝ)).PosSemidef := by
    refine hB.posSemidef_iff_eigenvalues_nonneg.mpr fun i => ?_
    obtain ⟨v, hv0, hv⟩ := isExcitation_eigenvalues hB i
    rw [Matrix.sub_mulVec, Matrix.smul_mulVec, Matrix.one_mulVec] at hv
    have h : e ≤ e + hB.eigenvalues i :=
      he.2 ⟨v, hv0, by linear_combination (norm := module) hv⟩
    show 0 ≤ hB.eigenvalues i
    linarith
  have h := hp.dotProduct_mulVec_nonneg x
  rw [star_trivial, Matrix.sub_mulVec, Matrix.smul_mulVec, Matrix.one_mulVec,
    dotProduct_sub, dotProduct_smul, smul_eq_mul] at h
  linarith

/-- For symmetric `D` and `W` and an exchange matrix with non-negative quadratic form, the
lowest triplet energy is at most every singlet energy. -/
theorem triplet_le_singlet {D W V : Matrix n n ℝ} (hD : D.IsSymm) (hW : W.IsSymm)
    (hV : ∀ x : n → ℝ, 0 ≤ x ⬝ᵥ V *ᵥ x) {eT eS : ℝ}
    (hT : IsLowest (tripletH D W) eT) (hS : IsExcitation (singletH D W V) eS) :
    eT ≤ eS := by
  obtain ⟨x, hx0, hx⟩ := hS
  have hpos : 0 < x ⬝ᵥ x :=
    lt_of_le_of_ne (Finset.sum_nonneg fun i _ => mul_self_nonneg (x i))
      fun h => hx0 (dotProduct_self_eq_zero.mp h.symm)
  -- use the singlet eigenvector as a trial vector for the triplet matrix
  have hr := rayleigh_bound (hD.sub hW : (tripletH D W).IsSymm) hT x
  have hq := congrArg (fun y => x ⬝ᵥ y) hx
  simp only [singletH, Matrix.add_mulVec, Matrix.smul_mulVec, dotProduct_add,
    dotProduct_smul, smul_eq_mul] at hq
  rw [tripletH] at hr
  have hVx := hV x
  exact le_of_mul_le_mul_right (by linarith) hpos

end

end TripletLeSinglet
```

Messages:

```
Main.lean:70:6: error: Failed to rewrite using equation theorems for `tripletH`
```

Cause. The message says that `rw [tripletH] at hr` could not use the defining equation of `tripletH`. The reason is that `hr` contains no `tripletH` to unfold.

The ascription `(hD.sub hW : (tripletH D W).IsSymm)` only makes Lean check that the proof fits that type, which it does by unfolding the definition. It leaves no mark on the term, whose inferred type is still `(D - W).IsSymm`. From that type Lean fixes the implicit matrix `A` of `rayleigh_bound` as `D - W`. The hypothesis `hT` is still accepted, since the two matrices are equal by definition, but `hr` comes out already written with `D - W`.

The repair first states the symmetry as `have hs : (tripletH D W).IsSymm`. A local hypothesis keeps its declared type, so passing `hs` makes `A` be `tripletH D W`. That name then appears in `hr`, and the unchanged `rw` can unfold it.

The change, after which it compiles:

```diff
@@ -64,5 +64,6 @@
       fun h => hx0 (dotProduct_self_eq_zero.mp h.symm)
   -- use the singlet eigenvector as a trial vector for the triplet matrix
-  have hr := rayleigh_bound (hD.sub hW : (tripletH D W).IsSymm) hT x
+  have hs : (tripletH D W).IsSymm := hD.sub hW
+  have hr := rayleigh_bound hs hT x
   have hq := congrArg (fun y => x ⬝ᵥ y) hx
   simp only [singletH, Matrix.add_mulVec, Matrix.smul_mulVec, dotProduct_add,
```
